# A non-decaying state exists when the degeneracy of a real energy level exceeds the number of decay channels

In a finite-dimensional model, core-hole states decay through finitely many channels, described by the effective Hamiltonian `H - (i/2) W* W`, where `H` is any complex matrix, not necessarily Hermitian, and each row of `W` gives the amplitudes into one channel. The theorem `exists_infinite_lifetime` says that if the eigenspace of `H` at a real energy `E` has dimension larger than the number of channels, then the Schrödinger equation of the effective Hamiltonian, with `ħ = 1`, has a nonzero solution whose components all keep constant modulus. The solution need not be normalised, but its populations are constant with or without division by the squared norm. The proof uses a dimension bound to show that the effective Hamiltonian has a nonzero eigenvector at `E`, and then multiplies this vector by the phase `exp(-iEt)`.

An attempt in Lean 4 with a fault in it:

```lean
import Mathlib

open Matrix Module

namespace ExistsInfiniteLifetime

noncomputable section

variable {n c : Type*} [Fintype n] [Fintype c]

/-- The effective Hamiltonian `H - (i/2) W* W` of core-hole states that decay through the
channels listed by the rows of `W`. -/
def effHam (H : Matrix n n ℂ) (W : Matrix c n ℂ) : Matrix n n ℂ :=
  H - (Complex.I / 2) • (Wᴴ * W)

/-- The eigenspace of the matrix `A` at the complex energy `z`. -/
def level (A : Matrix n n ℂ) (z : ℂ) : Submodule ℂ (n → ℂ) :=
  Module.End.eigenspace A.mulVecLin z

/-- The dark states at energy `z`: states in the level `z` of `H` whose amplitude into every
decay channel vanishes. -/
def darkSpace (H : Matrix n n ℂ) (W : Matrix c n ℂ) (z : ℂ) : Submodule ℂ (n → ℂ) :=
  level H z ⊓ LinearMap.ker W.mulVecLin

/-- A state lies in the level `z` of `A` exactly when it solves `A ψ = z ψ`. -/
theorem mem_level {A : Matrix n n ℂ} {z : ℂ} {ψ : n → ℂ} :
    ψ ∈ level A z ↔ A *ᵥ ψ = z • ψ :=
  Module.End.mem_eigenspace_iff

/-- The effective Hamiltonian acts as `H` minus `i/2` times emission into the channels followed
by return from them. -/
theorem effHam_mulVec (H : Matrix n n ℂ) (W : Matrix c n ℂ) (ψ : n → ℂ) :
    effHam H W *ᵥ ψ = H *ᵥ ψ - (Complex.I / 2) • (Wᴴ *ᵥ (W *ᵥ ψ)) := by
  rw [effHam, Matrix.sub_mulVec, Matrix.smul_mulVec, Matrix.mulVec_mulVec]

/-- Every dark state is an eigenvector of the effective Hamiltonian at the same energy. -/
theorem darkSpace_le (H : Matrix n n ℂ) (W : Matrix c n ℂ) (z : ℂ) :
    darkSpace H W z ≤ level (effHam H W) z := by
  intro ψ hψ
  have h1 : H *ᵥ ψ = z • ψ := mem_level.1 hψ.1
  have h2 : W *ᵥ ψ = 0 := hψ.2
  rw [mem_level, effHam_mulVec, h1, h2, Matrix.mulVec_zero, smul_zero, sub_zero]

/-- Missing channels: the multiplicity of a level of `H` exceeds the dimension of the eigenspace
of the effective Hamiltonian at the same energy by at most the rank of `W`, and this rank is at
most the number of channels. -/
theorem missing_channels (H : Matrix n n ℂ) (W : Matrix c n ℂ) (z : ℂ) :
    finrank ℂ (level H z) ≤ finrank ℂ (level (effHam H W) z) + W.rank ∧
      W.rank ≤ Fintype.card c := by
  refine ⟨?_, Matrix.rank_le_card_height W⟩
  -- dimension formula for the level and the kernel of `W`, then rank-nullity
  have h1 := Submodule.finrank_sup_add_finrank_inf_eq (level H z) (LinearMap.ker W.mulVecLin)
  have h2 := Submodule.finrank_le (level H z ⊔ LinearMap.ker W.mulVecLin)
  have h3 := LinearMap.finrank_range_add_finrank_ker W.mulVecLin
  have h4 := Submodule.finrank_mono (darkSpace_le H W z)
  unfold darkSpace at h4
  unfold Matrix.rank
  omega

/-- If a real level `E` of `H` has multiplicity larger than the number of channels, the
Schrödinger equation of the effective Hamiltonian (with `ħ = 1`) has a nonzero solution whose
populations stay constant for all times. -/
theorem exists_infinite_lifetime (H : Matrix n n ℂ) (W : Matrix c n ℂ) (E : ℝ)
    (hfew : Fintype.card c < finrank ℂ (level H (E : ℂ))) :
    ∃ Ψ : ℝ → n → ℂ, Ψ 0 ≠ 0 ∧
      (∀ t, HasDerivAt Ψ ((-Complex.I) • (effHam H W *ᵥ Ψ t)) t) ∧
      ∀ t i, ‖Ψ t i‖ = ‖Ψ 0 i‖ := by
  have hpos : 0 < finrank ℂ (level (effHam H W) (E : ℂ)) := by
    have h := missing_channels H W (E : ℂ)
    omega
  have hne : level (effHam H W) (E : ℂ) ≠ ⊥ := by
    intro hb
    simp [hb] at hpos
  obtain ⟨ψ, hψ, h0⟩ := Submodule.exists_mem_ne_zero_of_ne_bot hne
  have hE := mem_level.1 hψ
  -- the stationary state only acquires a phase
  have hn : ∀ t : ℝ, ‖Complex.exp (-(Complex.I * E) * (t : ℂ))‖ = 1 := by
    intro t
    simp [Complex.norm_exp]
  refine ⟨fun t => Complex.exp (-(Complex.I * E) * (t : ℂ)) • ψ, ?_, ?_, ?_⟩
  · simpa using h0
  · intro t
    have hlin : HasDerivAt (fun s : ℝ => -(Complex.I * E) * (s : ℂ)) (-(Complex.I * E)) t := by
      simpa using (hasDerivAt_id t).ofReal_comp.const_mul (-(Complex.I * (E : ℂ)))
    refine (hlin.cexp.smul_const ψ).congr_deriv ?_
    simp only [Matrix.mulVec_smul, hE, smul_smul]
    congr 1
    ring
  · intro t i
    simp only [Pi.smul_apply, smul_eq_mul, norm_mul, hn]

end

end ExistsInfiniteLifetime
```

Compiling this gives:

```
Main.lean:73:4: error: `simp` made no progress
```

What went wrong. The error comes in the step showing that the eigenspace of the effective Hamiltonian is not zero. There `hb` says that it equals `⊥`, while `hpos` says that its `finrank` is positive, and `simp [hb] at hpos` was meant to turn this into a contradiction. Lean reports that `simp` could not change `hpos` at all.

The obstacle is that the eigenspace appears in `hpos` as a type, and the additive and module structures that `finrank` also takes as arguments depend on that type. `simp` rewrites argument by argument using congruence lemmas, and here it cannot replace the type while leaving these structures behind, so `hb` is never applied.

The repair first uses `rw [hb] at hpos`, which replaces every occurrence of the eigenspace at once, including those inside the structures, so the result still type-checks. The hypothesis now says that the zero subspace has positive dimension. The separate `simp at hpos` evaluates that dimension as 0, reduces `0 < 0` to `False` and closes the goal.

Fix (accepted with no message):

```diff
@@ -71,5 +71,6 @@
   have hne : level (effHam H W) (E : ℂ) ≠ ⊥ := by
     intro hb
-    simp [hb] at hpos
+    rw [hb] at hpos
+    simp at hpos
   obtain ⟨ψ, hψ, h0⟩ := Submodule.exists_mem_ne_zero_of_ne_bot hne
   have hE := mem_level.1 hψ
```
